# The exponential of a bounded operator acts on any vector through its power series

The lemma says that applying the exponential of a bounded operator `T` to a vector `X` gives the sum of the vectors `T^k X / k!` over all k ≥ 0. Here `T` is a continuous linear map on a complete complex normed space, which may be infinite-dimensional; `T` need not be Hermitian or anti-Hermitian, and `X` need not be normalised. Convergence is in the norm of the space and does not depend on the order of the terms. The proof starts from the exponential series for the operator itself and carries it over to vectors with `φ`, the continuous linear map that sends each operator `S` to `S X`.

As first written in Lean, the proof fails:

```lean
import Mathlib

open Filter Topology

namespace CanonicalTransformationTruncation

noncomputable section

/-- The exponential of a bounded operator `T` acts on a vector `X` by the series
`∑ T^k X / k!`. -/
theorem hasSum_exp_apply {E : Type*} [NormedAddCommGroup E] [NormedSpace ℂ E]
    [CompleteSpace E] (T : E →L[ℂ] E) (X : E) :
    HasSum (fun k : ℕ => ((k.factorial : ℂ)⁻¹) • (T ^ k) X) (NormedSpace.exp T X) := by
  obtain ⟨φ, hφ⟩ : ∃ φ : (E →L[ℂ] E) →L[ℂ] E, ∀ S, φ S = S X :=
    ⟨ContinuousLinearMap.apply ℂ E X, fun S => rfl⟩
  have h := φ.hasSum (NormedSpace.exp_series_hasSum_exp' (𝕂 := ℂ) T)
  simpa only [map_smul, hφ] using h

end

end CanonicalTransformationTruncation
```

Lean reports:

```
Main.lean:17:2: error: Type mismatch: After simplification, term
  h
 has type
  @HasSum E ℕ inst✝².toAddCommMonoid PseudoMetricSpace.toUniformSpace.toTopologicalSpace
    (fun b => ((↑b.factorial)⁻¹ • T ^ b) X) ((NormedSpace.exp T) X) (SummationFilter.unconditional ℕ)
but is expected to have type
  @HasSum E ℕ inst✝².toAddCommMonoid PseudoMetricSpace.toUniformSpace.toTopologicalSpace
    (fun k => (↑k.factorial)⁻¹ • (T ^ k) X) ((NormedSpace.exp T) X) (SummationFilter.unconditional ℕ)
```

Lean accepts the file once it reads:

```diff
@@ -15,5 +15,5 @@
     ⟨ContinuousLinearMap.apply ℂ E X, fun S => rfl⟩
   have h := φ.hasSum (NormedSpace.exp_series_hasSum_exp' (𝕂 := ℂ) T)
-  simpa only [map_smul, hφ] using h
+  simpa only [hφ, smul_apply] using h
 
 end
```

The message shows two series that differ only in where the scalar stands. In `h`, after simplification, each term is `((↑b.factorial)⁻¹ • T ^ b) X`, where the operator is scaled and then applied to `X`. The goal has `(↑k.factorial)⁻¹ • (T ^ k) X`, where the operator is applied first and the resulting vector is scaled. The two are equal, but `simpa` was given no rule that turns the first into the second.

The lemma `map_smul` moves a scalar out of the argument of a linear map, so it could have acted on `φ` applied to the scaled power. The form left in `h` shows that `hφ` rewrote that expression as a whole instead. After that `φ` was gone and the scalar belonged to the operator being applied, not to its argument `X`, so `map_smul` no longer fitted.

The repair adds `smul_apply`, which says that a scaled map applied to a vector is the scalar times the map's value there. This brings `h` to the form of the goal. Dropping `map_smul`, which is then not needed, is mere tidying.
